# A symmetric matrix A is determined by its quadratic phase-space observable zᵀAz/2

Observables are real polynomials in the coordinates of a phase space with finitely many degrees of freedom, indexed by `n ⊕ n`, where `Sum.inl i` labels q_i and `Sum.inr i` labels p_i. A real matrix A on this index set defines the quadratic observable f_A = zᵀAz/2, written `quad A`. The theorem `quad_injective` states that two symmetric matrices with the same observable, equal as polynomials, are equal. The attempt uses `grad_quad` to obtain Az = Bz as vectors of polynomials, then takes component k and evaluates it at the unit vector in direction j. It leaves `simpa` to reduce the resulting sums to `A k j = B k j`.

An attempt in Lean 4 with a fault in it:

```lean
import Mathlib

open Matrix MvPolynomial

namespace QuadraticPoisson

noncomputable section

/-- Polynomial observables on phase space; `Sum.inl i` labels `q_i` and `Sum.inr i` labels `p_i`. -/
abbrev Obs (n : Type) := MvPolynomial (n ⊕ n) ℝ

/-- Real `2n × 2n` matrices acting on phase space. -/
abbrev PhaseMat (n : Type) := Matrix (n ⊕ n) (n ⊕ n) ℝ

variable {n : Type} [Fintype n] [DecidableEq n]

/-- The phase-space gradient of an observable. -/
def grad (f : Obs n) : n ⊕ n → Obs n := fun a => pderiv a f

/-- The quadratic observable `f_A = zᵀ A z / 2` in the coordinate polynomials `z = X`. -/
def quad (A : PhaseMat n) : Obs n :=
  (1 / 2 : ℝ) • (X ⬝ᵥ (A.map (C : ℝ →+* Obs n) *ᵥ X))

/-- For symmetric `A` the gradient of `f_A` is `A z`. -/
theorem grad_quad {A : PhaseMat n} (hA : A.IsSymm) :
    grad (quad A) = A.map (C : ℝ →+* Obs n) *ᵥ X := by
  funext k
  have hX : ∀ i, pderiv k (X i : Obs n) = if i = k then 1 else 0 := by
    intro i
    split_ifs with h
    · rw [h, pderiv_X_self]
    · exact pderiv_X_of_ne h
  -- product rule on each monomial, using the symmetry of `A`
  have h : ∀ i j, pderiv k (X i * (C (A i j) * X j) : Obs n)
      = (if i = k then C (A i j) * X j else 0) + (if j = k then C (A j i) * X i else 0) := by
    intro i j
    rw [pderiv_mul, pderiv_C_mul, hX i, hX j, hA.apply i j]
    split_ifs <;> ring
  have h2 : pderiv k (X ⬝ᵥ (A.map (C : ℝ →+* Obs n) *ᵥ X))
      = (A.map (C : ℝ →+* Obs n) *ᵥ X) k + (A.map (C : ℝ →+* Obs n) *ᵥ X) k := by
    simp only [dotProduct, Matrix.mulVec, Matrix.map_apply, Finset.mul_sum, _root_.map_sum, h,
      Finset.sum_add_distrib]
    congr 1
    · rw [Finset.sum_comm]
      simp
    · simp
  rw [grad, quad, Derivation.map_smul, h2]
  module

/-- A symmetric matrix `A` is determined by the observable `f_A`. -/
theorem quad_injective {A B : PhaseMat n} (hA : A.IsSymm) (hB : B.IsSymm)
    (h : quad A = quad B) : A = B := by
  have hg : A.map (C : ℝ →+* Obs n) *ᵥ X = B.map (C : ℝ →+* Obs n) *ᵥ X := by
    rw [← grad_quad hA, ← grad_quad hB, h]
  -- evaluate the gradients at the unit vectors
  ext k j
  have h2 := congrArg (eval (fun x : n ⊕ n => if x = j then (1 : ℝ) else 0)) (congrFun hg k)
  simpa [Matrix.mulVec, dotProduct] using h2

end

end QuadraticPoisson
```

Compiling this gives:

```
Main.lean:58:2: error: Type mismatch: After simplification, term
  h2
 has type
  ((∑ x, if Sum.inl x = j then A k (Sum.inl x) else 0) + ∑ x, if Sum.inr x = j then A k (Sum.inr x) else 0) =
    (∑ x, if Sum.inl x = j then B k (Sum.inl x) else 0) + ∑ x, if Sum.inr x = j then B k (Sum.inr x) else 0
but is expected to have type
  A k j = B k j
```

Diagnosis. The message says that, after simplification, `h2` does not match the goal `A k j = B k j`. Unfolding `Matrix.mulVec` and `dotProduct` and evaluating at the unit vector gives, on each side, a sum over `x : n ⊕ n` whose term is `A k x` (or `B k x`) when `x = j` and 0 otherwise. Such a sum collapses to the single entry at `j`.

The message shows that this did not happen. Each sum was split into one over `Sum.inl x` and one over `Sum.inr x`, which is the action of the simp lemma `Fintype.sum_sum_type`. The conditions became `Sum.inl x = j` and `Sum.inr x = j`. Since `j` is an arbitrary element of `n ⊕ n`, not visibly of either form, these conditions do not simplify further. They also no longer compare the bound variable itself with a fixed element, so the collapse does not apply and simplification stops at four sums.

The diff's only change adds `-Fintype.sum_sum_type`, removing that lemma from the simp set for this call. The sums stay over `n ⊕ n` with condition `x = j`, reduce to `A k j` and `B k j`, and `h2` matches the goal.

This version goes through:

```diff
@@ -56,5 +56,5 @@
   ext k j
   have h2 := congrArg (eval (fun x : n ⊕ n => if x = j then (1 : ℝ) else 0)) (congrFun hg k)
-  simpa [Matrix.mulVec, dotProduct] using h2
+  simpa [Matrix.mulVec, dotProduct, -Fintype.sum_sum_type] using h2
 
 end
```
